# Among reduced radial Slater functions rⁿ exp(−zr) with integer n ≥ 1, only n = 1 reaches the hydrogenic ground-state energy

The energy is defined here as a quotient of integrals for an arbitrary reduced radial function u, and its value for a Slater function is then a matter of proof. For an s state with radial part R(r), the reduced function is u(r) = r R(r), and the volume element r² dr is absorbed into u² dr. In atomic units, with a fixed point nucleus of charge Z, the energy is

E[u] = ∫ (u'²/2 − Z u²/r) dr / ∫ u² dr, with both integrals over r > 0.

The kinetic term is written with u'² in place of −u u''. The two agree after an integration by parts whose boundary term vanishes for the functions used here. The trial function is

u(r) = rⁿ exp(−zr),

so R carries the power n − 1, as in the usual Slater orbital of principal number n. The exponent z is the only continuous parameter.

```lean
import Mathlib

open MeasureTheory Set

namespace HydrogenSlaterTrial

noncomputable section
```

In `slater n z r`, the power `n` is a natural number, while `z` and `r` are real.

```lean
/-- The reduced radial Slater function `u(r) = r^n exp(-z r)`. -/
def slater (n : ℕ) (z r : ℝ) : ℝ := r ^ n * Real.exp (-(z * r))
```

The energy density uses Lean's derivative `deriv u r`, so the derivative of the trial function has to be computed and cannot be chosen.

```lean
/-- The s-wave energy density `u'^2/2 - Z u^2/r` of a reduced radial function in the field of
a nuclear charge `Z`, in atomic units. -/
def energyDensity (Z : ℝ) (u : ℝ → ℝ) (r : ℝ) : ℝ := (deriv u r) ^ 2 / 2 - Z * (u r) ^ 2 / r
```

The set `Ioi 0` is the open half-line r > 0. Dividing by the integral of u² means that u need not be normalised.

```lean
/-- The normalised energy: the integrated energy density divided by the integral of `u^2`. -/
def energy (Z : ℝ) (u : ℝ → ℝ) : ℝ :=
  (∫ r in Ioi (0 : ℝ), energyDensity Z u r) / ∫ r in Ioi (0 : ℝ), (u r) ^ 2
```

The model is non-relativistic and has one electron, zero angular momentum and a single basis function. Within those limits, the problems below show what optimising the exponent of a Slater-type orbital can and cannot achieve.

## (a) Moments of an exponential

For natural k and b > 0, show that

∫ rᵏ exp(−br) dr = k!/b^(k+1), over r > 0.

**Solution.** Substitute t = br. The integral becomes

b^(−(k+1)) ∫ tᵏ exp(−t) dt = Γ(k+1)/b^(k+1),

and Γ(k+1) = k!.

The proof takes the scaled Gamma integral from Mathlib, where the exponent is real, and converts it to natural powers.

```lean
/-- The radial moments of an exponential: for `b > 0` the integral of `r^k exp(-b r)` over `r > 0`
is `k!/b^(k+1)`. -/
theorem integral_pow_mul_exp (k : ℕ) {b : ℝ} (hb : 0 < b) :
    ∫ r in Ioi (0 : ℝ), r ^ k * Real.exp (-(b * r)) = (k.factorial : ℝ) / b ^ (k + 1) := by
  have h := Real.integral_rpow_mul_exp_neg_mul_Ioi (show (0 : ℝ) < (k : ℝ) + 1 by positivity) hb
  have e : (1 / b) ^ ((k : ℝ) + 1) = 1 / b ^ (k + 1) := by
    have hk : (k : ℝ) + 1 = ((k + 1 : ℕ) : ℝ) := (Nat.cast_succ k).symm
    rw [hk, Real.rpow_natCast, one_div_pow]
  rw [Real.Gamma_nat_eq_factorial, e] at h
  simp only [add_sub_cancel_right, Real.rpow_natCast] at h
  rw [h]
  ring
```

## (b) Convergence of the moments

Show that rᵏ exp(−br) is integrable on r > 0 for every natural k and b > 0.

**Solution.** The function rᵏ exp(−br/2) is bounded on the half-line by some constant C. The integrand is therefore at most C exp(−br/2), which is integrable.

The Lean proof is shorter and uses a convention: a non-integrable function is given the integral 0. Part (a) gives a strictly positive value, so the function must be integrable.

```lean
/-- For `b > 0` the function `r^k exp(-b r)` is integrable on the half-line `r > 0`. -/
theorem integrable_pow_mul_exp (k : ℕ) {b : ℝ} (hb : 0 < b) :
    IntegrableOn (fun r : ℝ => r ^ k * Real.exp (-(b * r))) (Ioi 0) := by
  by_contra h
  have h0 : ∫ r in Ioi (0 : ℝ), r ^ k * Real.exp (-(b * r)) = 0 := integral_undef h
  rw [integral_pow_mul_exp k hb] at h0
  have : (0 : ℝ) < (k.factorial : ℝ) / b ^ (k + 1) := by positivity
  linarith
```

## (c) The squared norm of the trial function

For z > 0, show that

∫ u² dr = (2n)!/(2z)^(2n+1).

**Solution.** Squaring gives u² = r^(2n) exp(−2zr). This is the moment of part (a) with k = 2n and b = 2z.

In the code, `h` is the squaring step, and the last line applies part (a).

```lean
/-- For `z > 0` the squared norm of the Slater function is `(2n)!/(2z)^(2n+1)`. -/
theorem slater_norm (n : ℕ) {z : ℝ} (hz : 0 < z) :
    ∫ r in Ioi (0 : ℝ), (slater n z r) ^ 2
      = ((2 * n).factorial : ℝ) / (2 * z) ^ (2 * n + 1) := by
  have h : ∀ r, (slater n z r) ^ 2 = r ^ (2 * n) * Real.exp (-(2 * z * r)) := by
    intro r
    have he : Real.exp (-(2 * z * r)) = Real.exp (-(z * r)) ^ 2 := by
      rw [sq, ← Real.exp_add]
      congr 1
      ring
    rw [he, slater]
    ring
  simp_rw [h]
  exact integral_pow_mul_exp (2 * n) (by positivity)
```

## (d) The energy density as three powers of r

Write n = m + 1 with m ≥ 0. For r > 0, show that

u'²/2 − Z u²/r = [ (m+1)²/2 · r^(2m) − ((m+1)z + Z) r^(2m+1) + z²/2 · r^(2m+2) ] exp(−2zr).

**Solution.** The product rule gives

u' = (m + 1 − zr) rᵐ exp(−zr).

Squaring and halving yields

u'²/2 = [ (m+1)²/2 · r^(2m) − (m+1)z r^(2m+1) + z²/2 · r^(2m+2) ] exp(−2zr).

In the Coulomb term one power of r cancels:

Z u²/r = Z r^(2m+1) exp(−2zr).

Subtracting gives the claim.

Here `hd` is the derivative, `he` combines the exponentials, and `hc` is the cancellation, proved here using r ≠ 0.

```lean
/-- For the power `n = m + 1` the energy density is a combination of three consecutive powers
of `r`, each times `exp(-2 z r)`. -/
theorem energyDensity_slater (m : ℕ) (Z z : ℝ) {r : ℝ} (hr : 0 < r) :
    energyDensity Z (slater (m + 1) z) r
      = ((m : ℝ) + 1) ^ 2 / 2 * (r ^ (2 * m) * Real.exp (-(2 * z * r)))
        - (((m : ℝ) + 1) * z + Z) * (r ^ (2 * m + 1) * Real.exp (-(2 * z * r)))
        + z ^ 2 / 2 * (r ^ (2 * m + 2) * Real.exp (-(2 * z * r))) := by
  -- the derivative of the trial function
  have hd : HasDerivAt (slater (m + 1) z)
      (((m : ℝ) + 1 - z * r) * r ^ m * Real.exp (-(z * r))) r := by
    have h1 := hasDerivAt_pow (m + 1) r
    have h2 : HasDerivAt (fun x : ℝ => Real.exp (-(z * x)))
        (Real.exp (-(z * r)) * (-(z * 1))) r :=
      ((hasDerivAt_id' r).const_mul z).fun_neg.exp
    have h3 : HasDerivAt (slater (m + 1) z) _ r := h1.fun_mul h2
    refine h3.congr_deriv ?_
    simp only [add_tsub_cancel_right, Nat.cast_add, Nat.cast_one]
    ring
  have he : Real.exp (-(2 * z * r)) = Real.exp (-(z * r)) ^ 2 := by
    rw [sq, ← Real.exp_add]
    congr 1
    ring
  -- one power of r cancels in the Coulomb term
  have hc : (r ^ (m + 1) * Real.exp (-(z * r))) ^ 2 / r
      = r ^ (2 * m + 1) * Real.exp (-(z * r)) ^ 2 := by
    rw [div_eq_iff hr.ne']
    ring
  unfold energyDensity
  rw [hd.deriv, he]
  unfold slater
  rw [mul_div_assoc, hc]
  ring
```

## (e) Convergence of the energy integral

Show that the energy density of u is integrable on r > 0 when n ≥ 1 and z > 0.

**Solution.** By part (d) it is a linear combination of three functions that are integrable by part (b).

The condition n ≥ 1 matters. For n = 0 the density is (z²/2 − Z/r) exp(−2zr), which behaves like −Z/r near the origin and is not integrable when Z ≠ 0.

The code sets n = m + 1, builds the combination from part (b), and transfers integrability through the pointwise identity of part (d).

```lean
/-- The energy density of a Slater function with `n ≥ 1` and `z > 0` is integrable on the half-line
`r > 0`. -/
theorem energyDensity_integrable {n : ℕ} (hn : 1 ≤ n) (Z : ℝ) {z : ℝ} (hz : 0 < z) :
    IntegrableOn (energyDensity Z (slater n z)) (Ioi 0) := by
  obtain ⟨m, rfl⟩ : ∃ m, n = m + 1 := ⟨n - 1, by omega⟩
  have hb : 0 < 2 * z := by positivity
  have h := (((integrable_pow_mul_exp (2 * m) hb).const_mul (((m : ℝ) + 1) ^ 2 / 2)).sub
    ((integrable_pow_mul_exp (2 * m + 1) hb).const_mul (((m : ℝ) + 1) * z + Z))).add
    ((integrable_pow_mul_exp (2 * m + 2) hb).const_mul (z ^ 2 / 2))
  exact IntegrableOn.congr_fun h (fun r hr => (energyDensity_slater m Z z hr).symm)
    measurableSet_Ioi
```

## (f) The energy as a function of the exponent

For n ≥ 1, z > 0 and any real Z, show that

E = z²/(2(2n−1)) − Zz/n.

**Solution.** Keep n = m + 1 and let M₀, M₁, M₂ be the moments of r^(2m), r^(2m+1), r^(2m+2) with weight exp(−2zr). By part (c) the squared norm is M₂. Part (a) gives

M₀/M₂ = (2z)²/((2m+2)(2m+1)) = 2z²/((m+1)(2m+1)),

M₁/M₂ = 2z/(2m+2) = z/(m+1).

Inserting these into part (d),

E = (m+1)z²/(2m+1) − ((m+1)z + Z) z/(m+1) + z²/2

= z² [ (m+1)/(2m+1) − 1/2 ] − Zz/(m+1)

= z²/(2(2m+1)) − Zz/(m+1).

Since 2m + 1 = 2n − 1, this is the stated formula. The first term is the kinetic energy and the second the potential energy.

The facts `i0`, `i1`, `i2` and `i01` allow the integral to be split term by term. The facts `f1`, `f2`, `p1` and `p2` express all factorials and powers through (2m)! and (2z)^(2m+1). These two numbers are then replaced by the letters `F` and `P`, and `field_simp` and `ring` finish the algebra.

```lean
/-- For `n ≥ 1` and `z > 0` the normalised energy of `r^n exp(-z r)` is `z^2/(2(2n-1)) - Z z/n`. -/
theorem slater_energy {n : ℕ} (hn : 1 ≤ n) (Z : ℝ) {z : ℝ} (hz : 0 < z) :
    energy Z (slater n z) = z ^ 2 / (2 * (2 * (n : ℝ) - 1)) - Z * z / n := by
  obtain ⟨m, rfl⟩ : ∃ m, n = m + 1 := ⟨n - 1, by omega⟩
  have hb : 0 < 2 * z := by positivity
  have i0 := (integrable_pow_mul_exp (2 * m) hb).const_mul (((m : ℝ) + 1) ^ 2 / 2)
  have i1 := (integrable_pow_mul_exp (2 * m + 1) hb).const_mul (((m : ℝ) + 1) * z + Z)
  have i2 := (integrable_pow_mul_exp (2 * m + 2) hb).const_mul (z ^ 2 / 2)
  have i01 : Integrable (fun r : ℝ =>
      ((m : ℝ) + 1) ^ 2 / 2 * (r ^ (2 * m) * Real.exp (-(2 * z * r)))
        - (((m : ℝ) + 1) * z + Z) * (r ^ (2 * m + 1) * Real.exp (-(2 * z * r))))
      (volume.restrict (Ioi 0)) := i0.sub i1
  -- factorials and powers are reduced to those of the lowest moment
  have f1 : ((2 * m + 1).factorial : ℝ) = (2 * (m : ℝ) + 1) * ((2 * m).factorial : ℝ) := by
    exact_mod_cast Nat.factorial_succ (2 * m)
  have f2 : ((2 * m + 2).factorial : ℝ)
      = 2 * ((m : ℝ) + 1) * ((2 * (m : ℝ) + 1) * ((2 * m).factorial : ℝ)) := by
    rw [show 2 * m + 2 = (2 * m + 1) + 1 from rfl, Nat.factorial_succ, Nat.cast_mul, f1]
    push_cast
    ring
  have p1 : (2 * z) ^ (2 * m + 1 + 1) = (2 * z) ^ (2 * m + 1) * (2 * z) := pow_succ _ _
  have p2 : (2 * z) ^ (2 * m + 2 + 1) = (2 * z) ^ (2 * m + 1) * (2 * z) ^ 2 := by ring
  have hF : ((2 * m).factorial : ℝ) ≠ 0 := by positivity
  have hP : (2 * z) ^ (2 * m + 1) ≠ 0 := by positivity
  have hm : (m : ℝ) + 1 ≠ 0 := by positivity
  have hm' : 2 * (m : ℝ) + 1 ≠ 0 := by positivity
  have hc : 2 * ((m + 1 : ℕ) : ℝ) - 1 = 2 * (m : ℝ) + 1 := by
    push_cast
    ring
  rw [energy, slater_norm (m + 1) hz, setIntegral_congr_fun measurableSet_Ioi
    (fun r hr => energyDensity_slater m Z z hr), integral_add i01 i2, integral_sub i0 i1,
    integral_const_mul, integral_const_mul, integral_const_mul, integral_pow_mul_exp _ hb,
    integral_pow_mul_exp _ hb, integral_pow_mul_exp _ hb,
    show 2 * (m + 1) = 2 * m + 2 by ring, f1, f2, p1, p2, hc, Nat.cast_add, Nat.cast_one]
  generalize (2 * z) ^ (2 * m + 1) = P at hP ⊢
  generalize ((2 * m).factorial : ℝ) = F at hF ⊢
  field_simp
  ring
```

## (g) Completing the square

Under the same conditions, show that

E = −(2n−1)Z²/(2n²) + (z − (2n−1)Z/n)²/(2(2n−1)).

**Solution.** Put z₀ = (2n−1)Z/n. Then Z/n = z₀/(2n−1), and part (f) reads

E = (z² − 2z₀z)/(2(2n−1)) = (z − z₀)²/(2(2n−1)) − z₀²/(2(2n−1)).

The last term is −(2n−1)Z²/(2n²).

Lean starts from part (f), records that n and 2n − 1 are non-zero, and clears the denominators.

```lean
/-- For `n ≥ 1` and `z > 0` the energy is a term independent of `z` plus a positive multiple of the
squared distance of `z` from `(2n-1)Z/n`. -/
theorem slater_energy_square {n : ℕ} (hn : 1 ≤ n) (Z : ℝ) {z : ℝ} (hz : 0 < z) :
    energy Z (slater n z) = -(2 * (n : ℝ) - 1) * Z ^ 2 / (2 * (n : ℝ) ^ 2)
      + (z - (2 * (n : ℝ) - 1) * Z / n) ^ 2 / (2 * (2 * (n : ℝ) - 1)) := by
  have h1 : (1 : ℝ) ≤ n := by exact_mod_cast hn
  have h0 : (n : ℝ) ≠ 0 := by linarith
  have h2 : 2 * (n : ℝ) - 1 ≠ 0 := by linarith
  rw [slater_energy hn Z hz]
  field_simp
  ring
```

## (h) The best exponent and the comparison with −Z²/2

For n ≥ 1 and Z > 0, show that

min over z > 0 of E = −(2n−1)Z²/(2n²) ≥ −Z²/2,

with equality exactly when n = 1.

**Solution.** The square in part (g) is non-negative and vanishes at z = z₀, which is an allowed exponent because Z > 0. This gives the minimum. Its excess over −Z²/2 is

Z²/2 − (2n−1)Z²/(2n²) = Z²(n² − 2n + 1)/(2n²) = (Z(n−1)/n)²/2.

This is never negative, and for Z > 0 it vanishes only at n = 1. For n = 2, the best exponent is 3Z/2 and the energy is −3Z²/8.

`IsLeast` says that the value belongs to the set of energies with z > 0 and is a lower bound of that set, so the minimum is attained. The identity `gap` is the excess computed above. In the theorem −Z²/2 is just a number; that it is the exact ground-state energy comes from the known solution of the hydrogenic Schrödinger equation.

The condition Z > 0 is needed. With Z = 0 and n = 2 the energy is z²/6, which approaches 0 but never attains it for z > 0. The equality criterion fails as well, since both sides are 0 although n = 2.

```lean
/-- For `n ≥ 1` and `Z > 0` the least energy over all exponents `z > 0` is `-(2n-1)Z^2/(2n^2)`; it
is at least `-Z^2/2`, with equality exactly for `n = 1`. -/
theorem slater_minimum {n : ℕ} (hn : 1 ≤ n) {Z : ℝ} (hZ : 0 < Z) :
    IsLeast ((fun z => energy Z (slater n z)) '' Ioi 0)
        (-(2 * (n : ℝ) - 1) * Z ^ 2 / (2 * (n : ℝ) ^ 2)) ∧
      -Z ^ 2 / 2 ≤ -(2 * (n : ℝ) - 1) * Z ^ 2 / (2 * (n : ℝ) ^ 2) ∧
      (-(2 * (n : ℝ) - 1) * Z ^ 2 / (2 * (n : ℝ) ^ 2) = -Z ^ 2 / 2 ↔ n = 1) := by
  have h1 : (1 : ℝ) ≤ n := by exact_mod_cast hn
  have hn0 : (0 : ℝ) < n := by linarith
  have h2 : 0 < 2 * (n : ℝ) - 1 := by linarith
  -- the excess over the exact energy is a square
  have gap : -(2 * (n : ℝ) - 1) * Z ^ 2 / (2 * (n : ℝ) ^ 2)
      = -Z ^ 2 / 2 + (Z * ((n : ℝ) - 1) / n) ^ 2 / 2 := by
    field_simp
    ring
  refine ⟨⟨⟨(2 * (n : ℝ) - 1) * Z / n, ?_, ?_⟩, ?_⟩, ?_, ?_⟩
  · exact div_pos (mul_pos h2 hZ) hn0
  · show energy Z (slater n ((2 * (n : ℝ) - 1) * Z / n)) = _
    rw [slater_energy_square hn Z (div_pos (mul_pos h2 hZ) hn0)]
    simp
  · rintro _ ⟨z, hz, rfl⟩
    show _ ≤ energy Z (slater n z)
    rw [slater_energy_square hn Z hz]
    exact le_add_of_nonneg_right (div_nonneg (sq_nonneg _) (by linarith))
  · rw [gap]
    linarith [sq_nonneg (Z * ((n : ℝ) - 1) / n)]
  · constructor
    · intro h
      have hs : (Z * ((n : ℝ) - 1) / n) ^ 2 = 0 := by linarith
      have hq := (pow_eq_zero_iff two_ne_zero).mp hs
      rcases div_eq_zero_iff.mp hq with h | h
      · rcases mul_eq_zero.mp h with h | h
        · exact absurd h hZ.ne'
        · exact_mod_cast sub_eq_zero.mp h
      · exact absurd h hn0.ne'
    · rintro rfl
      rw [gap]
      simp
```

## (i) Which single trial function has energy −Z²/2

For n ≥ 1, Z > 0 and z > 0, show that

E = −Z²/2 if and only if n = 1 and z = Z.

**Solution.** By part (h), E is at least the minimum for its n, which is at least −Z²/2. If E = −Z²/2, both inequalities are equalities, so n = 1. Part (f) then gives

z²/2 − Zz = −Z²/2, that is, (z − Z)² = 0,

and z = Z. Conversely, n = 1 and z = Z give Z²/2 − Z² = −Z²/2.

The function singled out is the reduced 1s function r exp(−Zr), for which R is proportional to exp(−Zr). By part (c) its squared norm is 1/(4Z³), so its normalised form is 2Z^(3/2) r exp(−Zr).

The code obtains n = 1 from the chain of inequalities by `le_antisymm`, and z = Z from the vanishing square `hs`.

```lean
/-- For `n ≥ 1`, `Z > 0` and `z > 0`, the Slater function `r^n exp(-z r)` has energy `-Z^2/2`
exactly when `n = 1` and `z = Z`. -/
theorem slater_energy_eq_exact_iff {n : ℕ} (hn : 1 ≤ n) {Z z : ℝ} (hZ : 0 < Z) (hz : 0 < z) :
    energy Z (slater n z) = -Z ^ 2 / 2 ↔ n = 1 ∧ z = Z := by
  constructor
  · intro h
    obtain ⟨hmin, hle, hiff⟩ := slater_minimum hn hZ
    have hlow := hmin.2 ⟨z, hz, rfl⟩
    have h1 : n = 1 := hiff.mp (le_antisymm (hlow.trans h.le) hle)
    subst h1
    rw [slater_energy hn Z hz] at h
    norm_num at h
    have hs : (z - Z) ^ 2 = 0 := by linarith
    exact ⟨rfl, sub_eq_zero.mp ((pow_eq_zero_iff two_ne_zero).mp hs)⟩
  · rintro ⟨rfl, rfl⟩
    rw [slater_energy hn _ hz]
    norm_num
    ring

end

end HydrogenSlaterTrial
```

```lean
#print axioms HydrogenSlaterTrial.energyDensity_integrable
#print axioms HydrogenSlaterTrial.slater_energy_eq_exact_iff
```

```
'HydrogenSlaterTrial.energyDensity_integrable' depends on axioms: [propext, Classical.choice, Quot.sound]
'HydrogenSlaterTrial.slater_energy_eq_exact_iff' depends on axioms: [propext, Classical.choice, Quot.sound]
```
